# Two opposed spins $|m\rangle|{-m}\rangle$ have singlet weight $1/(2s+1)$

Take two spins ½ with total $S_z=0$, in the state $a|{\uparrow\downarrow}\rangle+b|{\downarrow\uparrow}\rangle$. The total raising operator turns it into $(a+b)|{\uparrow\uparrow}\rangle$. A singlet must be annihilated, so $b=-a$, and the unit singlet is $(|{\uparrow\downarrow}\rangle-|{\downarrow\uparrow}\rangle)/\sqrt2$ up to a phase. Its overlap with $|{\uparrow\downarrow}\rangle$ has squared modulus ½, so the opposed product is half singlet.

For two equal spins $s$ the same cancellation links each pair of neighbouring amplitudes. The singlet is spread evenly over $d=2s+1$ opposed pairs, and any one of them has singlet weight $1/d$. In electronic structure this gives the non-singlet weight $1-1/d$ of a broken-symmetry state, insofar as that state can be modelled as a product of two pure local spins with no overlap or charge transfer between the sites.

## Spin matrices and two-spin states

```lean
import Mathlib

open Matrix

namespace OpposedSpins

noncomputable section

local notation "SpinMat" n:max => Matrix (Fin (n + 1)) (Fin (n + 1)) ℂ
```

Throughout, $n=2s$, so $n=0,1,2,\dots$ covers every spin, and $d=n+1$. The type `Fin (n + 1)` contains the levels $0,\dots,n$. `SpinMat n` abbreviates the complex $d\times d$ matrices, which serve both as one-spin operators and as tables of two-spin amplitudes.

```lean
/-- The raising operator S₊ of a spin s = n/2; level `i` has projection m = s - i. -/
def raising (n : ℕ) : SpinMat n :=
  Matrix.of fun i j => if (i : ℕ) + 1 = (j : ℕ) then
    ((√(((j : ℕ) : ℝ) * ((n : ℝ) + 1 - ((j : ℕ) : ℝ))) : ℝ) : ℂ) else 0
```

Level $i$ has projection $m=s-i$, so level 0 is $m=s$. With $\hbar=1$, the usual element $\sqrt{s(s+1)-m(m+1)}$ at $m=s-j$ becomes
$$R_{ij}=\sqrt{j(n+1-j)}\quad\text{if } i+1=j,$$
and $R_{ij}=0$ otherwise. The operator $R=S_+$ moves level $j$ to level $j-1$, which raises $m$ by one.

```lean
/-- The spin component Sz, diagonal with entries s - i. -/
def spinZ (n : ℕ) : SpinMat n :=
  Matrix.diagonal fun i => (n : ℂ) / 2 - ((i : ℕ) : ℂ)
```

This is $S_z$, with $s-i$ on the diagonal.

```lean
variable {n : ℕ}

/-- The operator A⊗1 + 1⊗A acting on a two-spin state with amplitudes `ψ i j`. -/
def totalSpin (A ψ : SpinMat n) : SpinMat n := A * ψ + ψ * Aᵀ
```

A two-spin state $\sum_{ij}\psi_{ij}|i\rangle|j\rangle$ is stored as the matrix $\psi$. Acting with $A$ on the first spin gives $\sum_k A_{ik}\psi_{kj}=(A\psi)_{ij}$. Acting on the second gives $\sum_k A_{jk}\psi_{ik}=(\psi A^T)_{ij}$. Their sum is the total operator.

```lean
/-- A two-spin state annihilated by the total-spin components S₊, S₋ and Sz. -/
def IsSinglet (ψ : SpinMat n) : Prop :=
  totalSpin (raising n) ψ = 0 ∧ totalSpin (raising n)ᵀ ψ = 0 ∧ totalSpin (spinZ n) ψ = 0
```

`Prop` marks a statement that may be true or false of a given $\psi$. Since $R$ is real, its transpose is $S_-$. Requiring zero from the total $S_+$, $S_-$ and $S_z$ is the same as requiring it from $S_x$, $S_y$ and $S_z$, because $S_x=(S_++S_-)/2$ and $S_y=(S_+-S_-)/2i$. The zero vector satisfies the condition too.

```lean
/-- The state with amplitudes of alternating sign and size 1/√(2s+1) on the pairs (m, -m). -/
def singlet (n : ℕ) : SpinMat n :=
  Matrix.of fun i j => if j = Fin.rev i then
    (-1 : ℂ) ^ (i : ℕ) / ((√((n : ℝ) + 1) : ℝ) : ℂ) else 0
```

`Fin.rev i` is the level $n-i$, whose projection is $-m$. The candidate singlet, called $\sigma$ below, therefore has
$$\sigma_{i,n-i}=\frac{(-1)^i}{\sqrt d},$$
with all other amplitudes zero.

```lean
/-- The squared modulus of the overlap of a two-spin state with `singlet n`. -/
def singletWeight (φ : SpinMat n) : ℝ :=
  ‖∑ i, ∑ j, star (singlet n i j) * φ i j‖ ^ 2
```

The singlet weight of $\varphi$ is $|\langle\sigma|\varphi\rangle|^2$, where `star` is complex conjugation. It is a probability when $\varphi$ is a unit vector.

```lean
/-- The product state of opposed spins |m⟩|-m⟩, where level `i` has m = s - i. -/
def opposed (i : Fin (n + 1)) : SpinMat n :=
  vecMulVec (Pi.single i 1) (Pi.single (Fin.rev i) 1)
```

`Pi.single i 1` is the basis vector $|i\rangle$, and `vecMulVec` forms the table of products of two vectors. The result is the unit vector $|m\rangle|{-m}\rangle$, with a single amplitude 1 at $(i,n-i)$.

## Why the alternating state is annihilated

```lean
/-- Ladder matrix elements are unchanged when both projections are reversed and swapped. -/
theorem raising_rev (i j : Fin (n + 1)) :
    raising n i (Fin.rev j) = raising n j (Fin.rev i) := by
  have hi := i.isLt
  have hj := j.isLt
  simp only [raising, Matrix.of_apply, Fin.val_rev]
  by_cases h : (i : ℕ) + (j : ℕ) + 1 = n
  · have e1 : n + 1 - ((j : ℕ) + 1) = (i : ℕ) + 1 := by omega
    have e2 : n + 1 - ((i : ℕ) + 1) = (j : ℕ) + 1 := by omega
    have hn : (n : ℝ) = ((i : ℕ) : ℝ) + ((j : ℕ) : ℝ) + 1 := by exact_mod_cast h.symm
    have e : (((i : ℕ) + 1 : ℕ) : ℝ) * ((n : ℝ) + 1 - (((i : ℕ) + 1 : ℕ) : ℝ))
        = (((j : ℕ) + 1 : ℕ) : ℝ) * ((n : ℝ) + 1 - (((j : ℕ) + 1 : ℕ) : ℝ)) := by
      push_cast
      linear_combination (((i : ℕ) : ℝ) - ((j : ℕ) : ℝ)) * hn
    rw [e1, e2, if_pos rfl, if_pos rfl, e]
  · rw [if_neg (by omega), if_neg (by omega)]
```

A `theorem` gives its statement after the colon and its proof after `:= by`. Here the statement is $R_{i,n-j}=R_{j,n-i}$. Both sides vanish unless $i+j+1=n$. In that case $n-j=i+1$ and $n-i=j+1$, and both sides equal $\sqrt{(i+1)(j+1)}$.

The proof splits on this condition with `by_cases`. The tactic `omega` settles the integer arithmetic, and `linear_combination` shows that the expressions under the two roots agree.

```lean
/-- An operator with mirror-symmetric elements that only connects levels of opposite parity
annihilates `singlet n` when summed over both spins. -/
theorem totalSpin_singlet (A : SpinMat n) (hA : ∀ i j, A i (Fin.rev j) = A j (Fin.rev i))
    (hp : ∀ i j, A i j ≠ 0 → (-1 : ℂ) ^ (j : ℕ) = -(-1) ^ (i : ℕ)) :
    totalSpin A (singlet n) = 0 := by
  ext i j
  have e1 : (A * singlet n) i j = A i (Fin.rev j) * singlet n (Fin.rev j) j := by
    rw [Matrix.mul_apply]
    refine Finset.sum_eq_single (Fin.rev j) (fun k _ hk => ?_) (by simp)
    have hne : j ≠ Fin.rev k := fun h => hk (by rw [h, Fin.rev_rev])
    simp only [singlet, Matrix.of_apply, if_neg hne, mul_zero]
  have e2 : (singlet n * Aᵀ) i j = singlet n i (Fin.rev i) * A j (Fin.rev i) := by
    rw [Matrix.mul_apply]
    refine Finset.sum_eq_single (Fin.rev i) (fun k _ hk => ?_) (by simp)
    simp only [singlet, Matrix.of_apply, if_neg hk, zero_mul]
  rw [totalSpin, Matrix.add_apply, e1, e2, ← hA i j, Matrix.zero_apply]
  simp only [singlet, Matrix.of_apply, Fin.rev_rev, if_true]
  by_cases h0 : A i (Fin.rev j) = 0
  · rw [h0]; ring
  · rw [hp _ _ h0]; ring
```

Let $A$ have this mirror symmetry, and let it connect only levels of opposite parity. In $A\sigma+\sigma A^T$ each matrix product keeps one term, which `Finset.sum_eq_single` selects:
$$A_{i,n-j}\,\sigma_{n-j,j}+\sigma_{i,n-i}\,A_{j,n-i}
=\frac{A_{i,n-j}}{\sqrt d}\left[(-1)^{n-j}+(-1)^i\right].$$
Either the matrix element is zero or the two signs are opposite, so the sum vanishes. These are the two cases at the end of the proof.

## The singlets form a line

```lean
/-- The states annihilated by all total-spin components are the multiples of `singlet n`. -/
theorem isSinglet_iff (ψ : SpinMat n) : IsSinglet ψ ↔ ∃ c : ℂ, ψ = c • singlet n := by
  have hzz : ∀ (φ : SpinMat n) i j, totalSpin (spinZ n) φ i j =
      ((n : ℂ) - (((i : ℕ) : ℂ) + ((j : ℕ) : ℂ))) * φ i j := by
    intro φ i j
    rw [totalSpin, spinZ, Matrix.diagonal_transpose, Matrix.add_apply,
      Matrix.diagonal_mul, Matrix.mul_diagonal]
    ring
  constructor
  · rintro ⟨hp, -, hz⟩
    -- total Sz leaves only opposite projections
    have off : ∀ i j, j ≠ Fin.rev i → ψ i j = 0 := by
      intro i j hj
      have h := hzz ψ i j
      rw [hz, Matrix.zero_apply] at h
      refine (mul_eq_zero.mp h.symm).resolve_left fun h0 => hj (Fin.ext ?_)
      have hn : n = (i : ℕ) + (j : ℕ) := by exact_mod_cast sub_eq_zero.mp h0
      rw [Fin.val_rev]
      omega
    have hsum : ∀ (i i' : Fin (n + 1)) (f : Fin (n + 1) → ℂ), (i : ℕ) + 1 = (i' : ℕ) →
        ∑ x, raising n i x * f x = raising n i i' * f i' := by
      intro i i' f h
      refine Finset.sum_eq_single i' (fun x _ hx => ?_) (by simp)
      have hne : ¬ (i : ℕ) + 1 = (x : ℕ) := fun h' => hx (Fin.ext (by omega))
      simp only [raising, Matrix.of_apply, if_neg hne, zero_mul]
    -- the raising operator makes neighbouring amplitudes alternate
    have step : ∀ i i' : Fin (n + 1), (i : ℕ) + 1 = (i' : ℕ) →
        ψ i' (Fin.rev i') = -ψ i (Fin.rev i) := by
      intro i i' hi
      have hlt := i'.isLt
      have h := congrFun (congrFun hp i) (Fin.rev i')
      simp only [totalSpin, Matrix.add_apply, Matrix.mul_apply, Matrix.transpose_apply,
        Matrix.zero_apply, mul_comm (ψ i _)] at h
      rw [hsum i i' _ hi, hsum (Fin.rev i') (Fin.rev i) _
        (by rw [Fin.val_rev, Fin.val_rev]; omega), raising_rev, Fin.rev_rev, ← mul_add] at h
      have h1 : (0 : ℝ) < ((i' : ℕ) : ℝ) := by exact_mod_cast (by omega : 0 < (i' : ℕ))
      have h2 : ((i' : ℕ) : ℝ) < (n : ℝ) + 1 := by exact_mod_cast hlt
      have hne : raising n i i' ≠ 0 := by
        simp only [raising, Matrix.of_apply, if_pos hi]
        exact Complex.ofReal_ne_zero.mpr
          (Real.sqrt_pos.mpr (mul_pos h1 (sub_pos.mpr h2))).ne'
      exact eq_neg_of_add_eq_zero_left ((mul_eq_zero.mp h).resolve_left hne)
    have all : ∀ (k : ℕ) (hk : k < n + 1),
        ψ ⟨k, hk⟩ (Fin.rev ⟨k, hk⟩) = (-1) ^ k * ψ 0 (Fin.rev 0) := by
      intro k
      induction k with
      | zero => intro hk; simp
      | succ k ih =>
        intro hk
        rw [step ⟨k, by omega⟩ ⟨k + 1, hk⟩ rfl, ih (by omega), pow_succ]
        ring
    have hd : ((√((n : ℝ) + 1) : ℝ) : ℂ) ≠ 0 :=
      Complex.ofReal_ne_zero.mpr (Real.sqrt_pos.mpr (by positivity)).ne'
    refine ⟨ψ 0 (Fin.rev 0) * ((√((n : ℝ) + 1) : ℝ) : ℂ), ?_⟩
    ext i j
    rw [Matrix.smul_apply, smul_eq_mul]
    by_cases h : j = Fin.rev i
    · subst h
      have hi : ψ i (Fin.rev i) = (-1) ^ (i : ℕ) * ψ 0 (Fin.rev 0) := all i i.isLt
      simp only [singlet, Matrix.of_apply, if_true]
      rw [hi, mul_assoc, mul_div_cancel₀ _ hd, mul_comm]
    · simp only [singlet, Matrix.of_apply, if_neg h, mul_zero, off i j h]
  · rintro ⟨c, rfl⟩
    have hpar : ∀ i j, raising n i j ≠ 0 → (-1 : ℂ) ^ (j : ℕ) = -(-1) ^ (i : ℕ) := by
      intro i j h
      by_cases hij : (i : ℕ) + 1 = (j : ℕ)
      · rw [← hij, pow_succ]; ring
      · exact absurd (by simp only [raising, Matrix.of_apply, if_neg hij]) h
    have hc : ∀ A, totalSpin A (singlet n) = 0 → totalSpin A (c • singlet n) = 0 := by
      intro A h
      rw [totalSpin] at h
      rw [totalSpin, Matrix.mul_smul, Matrix.smul_mul, ← smul_add, h, smul_zero]
    refine ⟨hc _ (totalSpin_singlet _ raising_rev hpar),
      hc _ (totalSpin_singlet _ (fun i j => ?_) (fun i j h => ?_)), hc _ ?_⟩
    · have h := raising_rev (Fin.rev j) (Fin.rev i)
      rwa [Fin.rev_rev, Fin.rev_rev] at h
    · rw [hpar j i h, neg_neg]
    · ext i j
      rw [hzz, Matrix.zero_apply]
      by_cases h : j = Fin.rev i
      · have hv := congrArg Fin.val h
        rw [Fin.val_rev] at hv
        have hi := i.isLt
        have hn : (n : ℂ) = ((i : ℕ) : ℂ) + ((j : ℕ) : ℂ) := by
          exact_mod_cast (by omega : n = (i : ℕ) + (j : ℕ))
        rw [sub_eq_zero.mpr hn, zero_mul]
      · simp only [singlet, Matrix.of_apply, if_neg h, mul_zero]
```

The statement says that $\psi$ is annihilated by the total spin if and only if $\psi=c\,\sigma$ for some complex $c$.

Suppose first that $\psi$ is annihilated. Total $S_z$ multiplies $\psi_{ij}$ by $(s-i)+(s-j)=n-i-j$. Hence $\psi_{ij}=0$ unless $j=n-i$, which is the step `off`.

Write $a_i=\psi_{i,n-i}$ for the remaining amplitudes. For neighbouring levels $i$ and $i'=i+1$, the component of the total $S_+\psi$ at $(i,n-i')$ is
$$R_{i,i'}\,a_{i'}+R_{n-i',n-i}\,a_i=R_{i,i'}\,(a_{i'}+a_i)=0.$$
The equality of the two ladder elements is `raising_rev`. Since $R_{i,i'}=\sqrt{(i+1)(n-i)}$ is positive, $a_{i'}=-a_i$, which is `step`. Induction in `all` gives $a_i=(-1)^i a_0$, and therefore $\psi=a_0\sqrt d\,\sigma$. This direction never uses $S_-$; the dash in `rintro ⟨hp, -, hz⟩` discards that condition.

Conversely, $S_+$ and $S_-$ both satisfy the conditions of `totalSpin_singlet`, so they annihilate $\sigma$. Total $S_z$ does so because $n-i-j=0$ wherever $\sigma$ is non-zero. The step `hc` carries these results over to $c\,\sigma$.

## Equal probabilities and reduced density matrices

```lean
/-- Each pair (m, -m) has probability 1/(2s+1) in `singlet n`, which is a unit vector. -/
theorem singlet_norm (n : ℕ) :
    (∀ i, ‖singlet n i (Fin.rev i)‖ ^ 2 = 1 / ((n : ℝ) + 1)) ∧
      ∑ i, ∑ j, ‖singlet n i j‖ ^ 2 = 1 := by
  have h : ∀ i, ‖singlet n i (Fin.rev i)‖ ^ 2 = 1 / ((n : ℝ) + 1) := by
    intro i
    simp only [singlet, Matrix.of_apply, if_true]
    rw [norm_div, norm_pow, norm_neg, norm_one, one_pow, Complex.norm_real,
      Real.norm_eq_abs, div_pow, sq_abs, Real.sq_sqrt (by positivity), one_pow]
  have hs : ∀ i, ∑ j, ‖singlet n i j‖ ^ 2 = 1 / ((n : ℝ) + 1) := by
    intro i
    rw [Finset.sum_eq_single (Fin.rev i), h i]
    · intro j _ hj
      simp [singlet, hj]
    · simp
  refine ⟨h, ?_⟩
  rw [Finset.sum_congr rfl fun i _ => hs i, Finset.sum_const, Finset.card_univ,
    Fintype.card_fin, nsmul_eq_mul]
  push_cast
  exact mul_one_div_cancel (by positivity)
```

Each amplitude on an opposed pair has squared modulus $|(-1)^i|^2/d=1/d$. There are $d$ such pairs, so the total is 1 and $\sigma$ is a unit vector. The proof first sums each row, which contains one non-zero entry, and then adds $d$ equal rows.

```lean
/-- The reduced density matrices of the first and of the second spin in `singlet n` are both
the identity divided by 2s+1. -/
theorem singlet_reduced (n : ℕ) :
    singlet n * (singlet n)ᴴ = (1 / ((n : ℂ) + 1)) • 1 ∧
      (singlet n)ᵀ * ((singlet n)ᵀ)ᴴ = (1 / ((n : ℂ) + 1)) • 1 := by
  have first : singlet n * (singlet n)ᴴ = (1 / ((n : ℂ) + 1)) • 1 := by
    ext i k
    rw [Matrix.mul_apply, Finset.sum_eq_single (Fin.rev i)]
    · rw [Matrix.conjTranspose_apply, Matrix.smul_apply, smul_eq_mul]
      by_cases h : i = k
      · subst h
        rw [Complex.star_def, Complex.mul_conj, Complex.normSq_eq_norm_sq,
          (singlet_norm n).1 i, Matrix.one_apply_eq]
        simp
      · have hne : Fin.rev i ≠ Fin.rev k := fun h' => h (Fin.rev_injective h')
        rw [Matrix.one_apply_ne h, mul_zero]
        simp only [singlet, Matrix.of_apply, if_neg hne, star_zero, mul_zero]
    · intro j _ hj
      simp only [singlet, Matrix.of_apply, if_neg hj, zero_mul]
    · simp
  refine ⟨first, ?_⟩
  -- a square matrix commutes with its inverse, here a multiple of the adjoint
  have hn : (n : ℂ) + 1 ≠ 0 := by exact_mod_cast Nat.succ_ne_zero n
  have h1 : (((n : ℂ) + 1) • singlet n) * (singlet n)ᴴ = 1 := by
    rw [Matrix.smul_mul, first, smul_smul, mul_one_div_cancel hn, one_smul]
  have h2 := mul_eq_one_comm.mp h1
  rw [Matrix.mul_smul] at h2
  have h3 : (singlet n)ᴴ * singlet n = (1 / ((n : ℂ) + 1)) • 1 := by
    rw [← h2, smul_smul, one_div_mul_cancel hn, one_smul]
  have h4 := congrArg Matrix.transpose h3
  rw [Matrix.transpose_mul, Matrix.transpose_smul, Matrix.transpose_one] at h4
  exact h4
```

Tracing out the second spin gives $(\rho_1)_{ik}=\sum_j\sigma_{ij}\sigma_{kj}^*$, which is $\sigma\sigma^\dagger$. Tracing out the first gives $\rho_2=\sigma^T(\sigma^T)^\dagger$. In Lean, `ᴴ` is the adjoint, and the final `1` in each equation is the identity matrix. Both reduced density matrices are $\mathbb 1/d$, so each spin on its own is completely unpolarised.

For $\rho_1$, the only non-zero entry of row $i$ is in column $n-i$. Different rows do not overlap, and each diagonal element is $1/d$. For $\rho_2$, the first result says that $d\,\sigma$ is an inverse of $\sigma^\dagger$. A square matrix commutes with its inverse, which is `mul_eq_one_comm`, so $\sigma^\dagger\sigma=\mathbb 1/d$. Transposing gives the claim.

## Singlet weight and contamination

```lean
/-- Opposed spins |m⟩|-m⟩ have singlet weight exactly 1/(2s+1), for every m from s to -s. -/
theorem weight_opposed (i : Fin (n + 1)) :
    singletWeight (opposed i) = 1 / ((n : ℝ) + 1) := by
  have inner_sum : ∑ j, star (singlet n i j) * opposed i i j =
      star (singlet n i (Fin.rev i)) := by
    rw [Finset.sum_eq_single (Fin.rev i)]
    · simp [opposed, Matrix.vecMulVec_apply]
    · intro j _ hj
      simp [opposed, Matrix.vecMulVec_apply, hj]
    · simp
  rw [singletWeight, Finset.sum_eq_single i]
  · rw [inner_sum, norm_star, (singlet_norm n).1 i]
  · intro k _ hk
    simp [opposed, Matrix.vecMulVec_apply, Pi.single_apply, hk]
  · simp
```

The product $|m\rangle|{-m}\rangle$ has one amplitude, so its overlap with the singlet has one term:
$$|\langle\sigma|m,-m\rangle|^2=|\sigma_{i,n-i}|^2=\frac1d=\frac1{2s+1}.$$
The two uses of `Finset.sum_eq_single` reduce the double sum to this term, and `singlet_norm` supplies its value. The result is the same for every level $i$, including the fully polarised case $m=s$.

```lean
/-- The non-singlet part of the product |s⟩|-s⟩ grows strictly with the local spin s. -/
theorem contamination_strictMono :
    StrictMono fun n : ℕ => 1 - singletWeight (opposed (0 : Fin (n + 1))) := by
  intro a b hab
  have h : (a : ℝ) + 1 < (b : ℝ) + 1 := by exact_mod_cast Nat.succ_lt_succ hab
  have h' := one_div_lt_one_div_of_lt (by positivity : (0 : ℝ) < (a : ℝ) + 1) h
  simp only [weight_opposed]
  linarith

end

end OpposedSpins
```

Level 0 is $m=s$, so the function is the non-singlet part of $|s\rangle|{-s}\rangle$:
$$1-\frac1{n+1}=\frac{2s}{2s+1}.$$
`StrictMono` says that it increases strictly with $n$, and the proof compares the reciprocals of $a+1$ and $b+1$ for $a<b$. This weight is 0 for $s=0$, ½ for $s=\tfrac12$ and 5/6 for $s=\tfrac52$. Spin contamination is also quoted as the excess of $\langle S^2\rangle$ over its singlet value 0, which is a different measure: for this product it is $2s(s+1)-2s^2=2s$.

The model contains two equal spins and no Hamiltonian. It fixes the spin composition of the product state, but not the energies of the total-spin levels mixed into it.

```lean
#print axioms OpposedSpins.isSinglet_iff
#print axioms OpposedSpins.singlet_reduced
#print axioms OpposedSpins.weight_opposed
#print axioms OpposedSpins.contamination_strictMono
```

```
'OpposedSpins.isSinglet_iff' depends on axioms: [propext, Classical.choice, Quot.sound]
'OpposedSpins.singlet_reduced' depends on axioms: [propext, Classical.choice, Quot.sound]
'OpposedSpins.weight_opposed' depends on axioms: [propext, Classical.choice, Quot.sound]
'OpposedSpins.contamination_strictMono' depends on axioms: [propext, Classical.choice, Quot.sound]
```
